# The partition function of a moment J with weights exp(xm), times sinh(x/2), equals sinh((J + 1/2)x)

A single magnetic moment with J = n/2, n a natural number, has the n + 1 levels m = −J, −J + 1, …, J, and each level carries the Boltzmann weight exp(xm), with x any real number. The theorem `partition_mul_sinh` says that the sum of these weights, multiplied by sinh(x/2), is sinh((J + 1/2)x). Being stated as a product, it needs no division by sinh(x/2) and holds at x = 0 too. The proof first shows by induction on the number of terms that the sum telescopes when multiplied by exp(x/2) − exp(−x/2), then puts in the levels of the moment and writes sinh through exponentials.

The failing Lean file:

```lean
import Mathlib

open Finset

namespace PartitionMulSinh

noncomputable section

/-- The magnetic level `m_k = k - J` of a moment with `J = n/2`. -/
def level (n k : ℕ) : ℝ := (k : ℝ) - (n : ℝ) / 2

/-- The Boltzmann sum of `m_k ^ p` with weights `exp (x m_k)`, `k = 0, ..., n`;
for `p = 0` it is the partition function. -/
def boltzmannSum (n p : ℕ) (x : ℝ) : ℝ :=
  ∑ k ∈ range (n + 1), level n k ^ p * Real.exp (x * level n k)

/-- The partition function times `sinh (x/2)` equals `sinh ((J + 1/2) x)`, with `J = n/2`. -/
theorem partition_mul_sinh (n : ℕ) (x : ℝ) :
    boltzmannSum n 0 x * Real.sinh (1 / 2 * x) = Real.sinh (((n : ℝ) + 1) / 2 * x) := by
  -- the geometric sum telescopes
  have tele : ∀ (c : ℝ) (N : ℕ), (∑ k ∈ range N, Real.exp (x * ((k : ℝ) - c)))
      * (Real.exp (1 / 2 * x) - Real.exp (-(1 / 2 * x)))
      = Real.exp (x * ((N : ℝ) - c - 1 / 2)) - Real.exp (x * (-c - 1 / 2)) := by
    intro c N
    induction N with
    | zero => simp
    | succ N ih =>
      have h1 : x * ((N : ℝ) - c) + 1 / 2 * x = x * (((N + 1 : ℕ) : ℝ) - c - 1 / 2) := by
        push_cast; ring
      have h2 : x * ((N : ℝ) - c) + -(1 / 2 * x) = x * ((N : ℝ) - c - 1 / 2) := by ring
      rw [Finset.sum_range_succ, add_mul, ih, mul_sub, ← Real.exp_add, ← Real.exp_add, h1, h2]
      ring
  have h := tele ((n : ℝ) / 2) (n + 1)
  have h1 : x * (((n + 1 : ℕ) : ℝ) - (n : ℝ) / 2 - 1 / 2) = ((n : ℝ) + 1) / 2 * x := by
    push_cast; ring
  have h2 : x * (-((n : ℝ) / 2) - 1 / 2) = -(((n : ℝ) + 1) / 2 * x) := by ring
  rw [h1, h2] at h
  simp only [boltzmannSum, level, pow_zero, one_mul, Real.sinh_eq]
  linear_combination h / 2

end

end PartitionMulSinh
```

Compiling this gives:

```
Main.lean:31:55: error: Tactic `rewrite` failed: Did not find an occurrence of the pattern
  Real.exp ?x * Real.exp ?y
in the target expression
  Real.exp (x * (↑N - c) - x * (1 / 2)) - Real.exp (x * (-c - 1 / 2)) +
      Real.exp (x * (↑N - c)) * (Real.exp (1 / 2 * x) - Real.exp (-(1 / 2 * x))) =
    Real.exp (x * (↑(N + 1) - c - 1 / 2)) - Real.exp (x * (-c - 1 / 2))

case succ
n : ℕ
x c : ℝ
N : ℕ
ih :
  (∑ k ∈ range N, Real.exp (x * (↑k - c))) * (Real.exp (1 / 2 * x) - Real.exp (-(1 / 2 * x))) =
    Real.exp (x * (↑N - c - 1 / 2)) - Real.exp (x * (-c - 1 / 2))
h1 : x * (↑N - c) + 1 / 2 * x = x * (↑(N + 1) - c - 1 / 2)
h2 : x * (↑N - c) + -(1 / 2 * x) = x * (↑N - c - 1 / 2)
⊢ Real.exp (x * (↑N - c) - x * (1 / 2)) - Real.exp (x * (-c - 1 / 2)) +
      Real.exp (x * (↑N - c)) * (Real.exp (1 / 2 * x) - Real.exp (-(1 / 2 * x))) =
    Real.exp (x * (↑(N + 1) - c - 1 / 2)) - Real.exp (x * (-c - 1 / 2))
```

Diagnosis. The error is in the induction step. After `ih`, the rewrite `mul_sub` was meant to multiply out the product of `Real.exp (x * (↑N - c))` with the difference of two exponentials. But `mul_sub` fits any product whose second factor is a difference, and it took `x * (↑N - c - 1 / 2)`, inside an exponent, instead. The message shows that exponent split into `x * (↑N - c) - x * (1 / 2)`, and the intended product untouched. So there was no product of two exponentials for `← Real.exp_add` to join, and `rw` stopped.

The repair works the other way and drops `mul_sub`. `← h1` and `← h2` write the exponents `x * (↑(N + 1) - c - 1 / 2)` and `x * (↑N - c - 1 / 2)` as sums, and `Real.exp_add`, used twice, turns the exponential of each sum into a product. Both sides are then built from the same exponentials, and the `ring` that was already there multiplies out and closes the goal.

Fix (accepted with no message):

```diff
@@ -29,5 +29,5 @@
         push_cast; ring
       have h2 : x * ((N : ℝ) - c) + -(1 / 2 * x) = x * ((N : ℝ) - c - 1 / 2) := by ring
-      rw [Finset.sum_range_succ, add_mul, ih, mul_sub, ← Real.exp_add, ← Real.exp_add, h1, h2]
+      rw [Finset.sum_range_succ, add_mul, ih, ← h1, ← h2, Real.exp_add, Real.exp_add]
       ring
   have h := tele ((n : ℝ) / 2) (n + 1)
```
